# The mirror lifts σx, σy and iσx, iσy generate non-isomorphic double groups of C2v

Take a single mirror, the one that reverses the x coordinate. Spin is an axial vector, so this mirror keeps its x component and reverses the other two. On a spin-1/2 state the Pauli matrix σx does this by conjugation, and so does iσx, because the phase cancels against its inverse. Their squares differ:

σx² = 1,  (iσx)² = −1.

The first matrix generates the two-element group {1, σx}, the second the four-element group {±1, ±iσx}. A phase that no spin operator can detect has changed the group.

With both mirrors of C2v the orders become equal, but the groups still differ. The group generated by σx and σy and the group generated by iσx and iσy each have eight elements. The equation g² = 1 has six solutions in the first and two in the second, so the groups are not isomorphic.

## Eight words and their squares

Let a and b be the two mirror lifts, either σx and σy or iσx and iσy. In both cases

a² = b² = ε,  ba = −ab,

with ε = 1 without the factor i and ε = −1 with it. The products of the two mirrors, which represent the twofold rotation, agree up to sign: (iσx)(iσy) = −σxσy.

The generated group contains −1, since ba(ab)⁻¹ = −1. It therefore contains the eight words

±1, ±a, ±b, ±ab.

The relations reduce any product of words to another word, and every word has an inverse among them, so the words are the whole group.

They are also distinct. If two words were equal, one times the inverse of the other would be a word equal to 1, so it is enough that only the trivial word equals 1. The words ±b and ±ab anticommute with a; if one of them were 1, then a = −a, which is impossible for an invertible matrix. The words ±a anticommute with b and are excluded in the same way. Finally, −1 ≠ 1. The order is eight.

The squares are

(±1)² = 1,  (±a)² = (±b)² = ε,  (±ab)² = abab = −a²b² = −ε² = −1.

For ε = 1 the solutions of g² = 1 are ±1, ±a and ±b, six in all. For ε = −1 only ±1 remain. An isomorphism carries solutions of g² = 1 to solutions, one to one in both directions, and 6 ≠ 2.

For a single spin-1/2 treated with spin–orbit coupling, this means that symmetry matrices from two sources may obey different multiplication tables although they describe the same mirrors. Multiplying matrices from both sources can lead out of both groups: σx from one times iσx from the other is i, which belongs to neither. A program that only conjugates operators with these matrices is not affected by the phase.

## Spinor operators and the two conventions in Lean

Operators are 2×2 complex matrices, and group elements are the invertible ones, `Op`. The Pauli relations are checked entry by entry.

```lean
import Mathlib

open Complex

namespace DoubleGroupC2vConvention

noncomputable section

/-- Complex two-by-two matrices, acting on spinors. -/
abbrev Mat := Matrix (Fin 2) (Fin 2) ℂ

/-- Invertible operators on spinors. -/
abbrev Op := Matˣ

/-- The Pauli matrix `σx`. -/
def σx : Mat := !![0, 1; 1, 0]

/-- The Pauli matrix `σy`. -/
def σy : Mat := !![0, -I; I, 0]

/-- The Pauli matrices `σx` and `σy` square to one and anticommute. -/
theorem pauli_relations : σx * σx = 1 ∧ σy * σy = 1 ∧ σy * σx = -(σx * σy) := by
  refine ⟨?_, ?_, ?_⟩ <;> ext i j <;> fin_cases i <;> fin_cases j <;>
    simp [σx, σy, Matrix.mul_apply, Fin.sum_univ_succ]
```

An element of `Op` carries its inverse with it. A matrix with square 1 is its own inverse; after multiplication by i, the inverse is the negative.

```lean
/-- A spinor matrix with square one, as an invertible operator. -/
def plainLift (s : Mat) (h : s * s = 1) : Op := ⟨s, s, h, h⟩

/-- A spinor matrix with square one, multiplied by the phase `i`, as an invertible operator. -/
def phaseLift (s : Mat) (h : s * s = 1) : Op :=
  ⟨I • s, -(I • s), by simp [smul_smul, h], by simp [smul_smul, h]⟩

/-- The mirror lift `σx`. -/
def mx : Op := plainLift σx pauli_relations.1

/-- The mirror lift `σy`. -/
def my : Op := plainLift σy pauli_relations.2.1

/-- The mirror lift `i σx`. -/
def imx : Op := phaseLift σx pauli_relations.1

/-- The mirror lift `i σy`. -/
def imy : Op := phaseLift σy pauli_relations.2.1
```

The next two theorems express what the conventions share: conjugation acts identically on every spin operator, and the product of the mirrors changes only by a sign. That these matrices represent the mirrors of C2v is physical input; the file does not derive them from reflections of space.

```lean
/-- A spinor matrix with square one, with or without the phase `i`, conjugates every `A` in the same
way. -/
theorem same_action (s : Mat) (h : s * s = 1) (A : Mat) :
    (phaseLift s h : Mat) * A * ((phaseLift s h)⁻¹ : Op) =
      (plainLift s h : Mat) * A * ((plainLift s h)⁻¹ : Op) := by
  change (I • s) * A * (-(I • s)) = s * A * s
  simp [smul_smul]

/-- The product of the two mirror lifts is the same in both conventions up to sign. -/
theorem same_rotation : imx * imy = -(mx * my) := by
  apply Units.ext
  change (I • σx) * (I • σy) = -(σx * σy)
  simp [smul_smul]
```

## The multiplication table as a law on three bits

A word is labelled by bits (s, p, q) and stands for (−1)ˢ aᵖ bᵠ. A further bit k records the common square, ε = (−1)ᵏ. Moving b past a costs a sign, and each repeated mirror contributes ε, so the product of the words (s, p, q) and (s′, p′, q′) has the label

(s + s′ + qp′ + k(pp′ + qq′), p + p′, q + q′)  modulo 2.

This is `law`, with `xor` for addition and `&&` for multiplication.

```lean
/-- The sign `-1` or `1` as an operator on spinors. -/
def sgn (k : Bool) : Op := bif k then -1 else 1

/-- The word `± aᵖ bᵠ` labelled by three bits: sign, `p` and `q`. -/
def word (a b : Op) (t : Bool × Bool × Bool) : Op :=
  sgn t.1 * ((bif t.2.1 then a else 1) * (bif t.2.2 then b else 1))

/-- The multiplication law of the labels; the bit `k` records whether mirror lifts square
to `-1`. -/
def law (k : Bool) (x y : Bool × Bool × Bool) : Bool × Bool × Bool :=
  (xor (xor x.1 y.1) (xor (x.2.2 && y.2.1)
    (k && xor (x.2.1 && y.2.1) (x.2.2 && y.2.2))), xor x.2.1 y.2.1, xor x.2.2 y.2.2)
```

The theorem `word_mul` confirms the law by running through all values of the seven bits and simplifying with the relations for a and b.

```lean
/-- Words in two anticommuting invertible operators with common square `±1` multiply by the law of
their labels. -/
theorem word_mul {k : Bool} {a b : Op} (ha : a * a = sgn k) (hb : b * b = sgn k)
    (hba : b * a = -(a * b)) (x y : Bool × Bool × Bool) :
    word a b x * word a b y = word a b (law k x y) := by
  have ha' : ∀ u, a * (a * u) = sgn k * u := fun u => by rw [← mul_assoc, ha]

  have hba' : ∀ u, b * (a * u) = -(a * (b * u)) := fun u => by
    rw [← mul_assoc, hba, neg_mul, mul_assoc]
  obtain ⟨s, p, q⟩ := x
  obtain ⟨s', p', q'⟩ := y
  cases k <;> cases s <;> cases p <;> cases q <;> cases s' <;> cases p' <;> cases q' <;>
    simp [word, law, sgn, mul_assoc, ha, hb, hba, ha', hba']
```

## Counting the group elements

The impossibility of u = −u follows by multiplying with u⁻¹ and comparing the upper left entries of 1 and −1.

```lean
/-- An invertible spinor operator is never equal to its own negative. -/
theorem ne_neg_op (u : Op) : u ≠ -u := by
  intro h
  have h1 : (1 : Op) = -1 := by
    calc (1 : Op) = u * u⁻¹ := (mul_inv_cancel u).symm
      _ = (-u) * u⁻¹ := congrArg (· * u⁻¹) h
      _ = -1 := by rw [neg_mul, mul_inv_cancel]
  have h2 := congrArg (fun v : Op => (v : Mat) 0 0) h1
  norm_num at h2
```

The general count applies to any a and b in `Op` that anticommute and have the common square `sgn k`. `Subgroup.closure {a, b}` is the group they generate, and `Nat.card` counts its elements.

In the proof, `hker` is the anticommutation argument for words equal to 1, and `hinj` deduces that different labels give different words. The subgroup `S` consists of the words; `hle` shows that it contains the generated group, and `hmem` gives the converse, obtaining −1 from ba(ab)⁻¹. The resulting bijection `e` moves both counts to the labels. There g² = 1 becomes pq + k(p + q) = 0 modulo 2 with s free, and `hcount` settles it by finite evaluation.

```lean
/-- Two anticommuting operators in `Op` with common square `±1` generate a group of order eight, in
which `g² = 1` has two solutions for the square `-1` and six for the square `1`. -/
theorem card_of_anticommuting {k : Bool} {a b : Op} (ha : a * a = sgn k)
    (hb : b * b = sgn k) (hba : b * a = -(a * b)) :
    Nat.card (Subgroup.closure {a, b}) = 8 ∧
      Nat.card {g : Subgroup.closure {a, b} // g ^ 2 = 1} = bif k then 2 else 6 := by
  have w1 : word a b (false, false, false) = 1 := by simp [word, sgn]
  have hmul := word_mul ha hb hba
  have hinv : ∀ k x, ∃ y, law k x y = (false, false, false) := by decide +kernel
  -- a word equal to one commutes with `a` and `b`, which leaves `1` and `-1`; and `-1 ≠ 1`
  have hker : ∀ t, word a b t = 1 → t = (false, false, false) := by
    rintro ⟨s, p, q⟩ h
    cases q with
    | true =>
      have h1 : word a b (s, p, true) * a = -(a * word a b (s, p, true)) := by
        cases s <;> cases p <;> simp [word, sgn, mul_assoc, hba]
      rw [h, one_mul, mul_one] at h1
      exact (ne_neg_op a h1).elim
    | false =>
      cases p with
      | true =>
        have h2 : word a b (s, true, false) * b = -(b * word a b (s, true, false)) := by
          cases s <;> simp [word, sgn, hba]
        rw [h, one_mul, mul_one] at h2
        exact (ne_neg_op b h2).elim
      | false =>
        cases s with
        | true =>
          have h3 : word a b (true, false, false) = -1 := by simp [word, sgn]
          exact (ne_neg_op 1 (h.symm.trans h3)).elim
        | false => rfl
  have hinj : Function.Injective (word a b) := by
    intro x y hxy
    obtain ⟨z, hz⟩ := hinv k x
    have hy : law k y z = (false, false, false) := by
      apply hker
      rw [← hmul, ← hxy, hmul, hz, w1]
    have hc : ∀ k x y z, law k x z = (false, false, false) →
        law k y z = (false, false, false) → x = y := by decide +kernel
    exact hc k x y z hz hy
  -- the words form a subgroup containing the generators
  let S : Subgroup Op :=
    { carrier := Set.range (word a b)
      mul_mem' := by
        rintro _ _ ⟨x, rfl⟩ ⟨y, rfl⟩
        exact ⟨law k x y, (hmul x y).symm⟩
      one_mem' := ⟨_, w1⟩
      inv_mem' := by
        rintro _ ⟨x, rfl⟩
        obtain ⟨y, hy⟩ := hinv k x
        exact ⟨y, (inv_eq_of_mul_eq_one_right (by rw [hmul, hy, w1])).symm⟩ }
  have hle : Subgroup.closure {a, b} ≤ S := by
    rw [Subgroup.closure_le]
    intro g hg
    change g ∈ Set.range (word a b)
    simp only [Set.mem_insert_iff, Set.mem_singleton_iff] at hg
    rcases hg with h | h
    · exact ⟨(false, true, false), by simp [word, sgn, h]⟩
    · exact ⟨(false, false, true), by simp [word, sgn, h]⟩
  have hmem : ∀ t, word a b t ∈ Subgroup.closure {a, b} := by
    have hA : a ∈ Subgroup.closure {a, b} := Subgroup.subset_closure (by simp)
    have hB : b ∈ Subgroup.closure {a, b} := Subgroup.subset_closure (by simp)
    have hm : (-1 : Op) ∈ Subgroup.closure {a, b} := by
      have h : (-1 : Op) = b * a * (a * b)⁻¹ := by rw [hba, neg_mul, mul_inv_cancel]
      rw [h]
      exact mul_mem (mul_mem hB hA) (inv_mem (mul_mem hA hB))
    have h1 : (1 : Op) ∈ Subgroup.closure {a, b} := Subgroup.one_mem _
    rintro ⟨s, p, q⟩
    unfold word
    refine mul_mem ?_ (mul_mem ?_ ?_)
    · cases s
      exacts [h1, hm]
    · cases p
      exacts [h1, hA]
    · cases q
      exacts [h1, hB]
  let e : Bool × Bool × Bool ≃ Subgroup.closure {a, b} :=
    Equiv.ofBijective (fun t => ⟨word a b t, hmem t⟩)
      ⟨fun x y h => hinj (congrArg Subtype.val h), fun g => by
        obtain ⟨t, ht⟩ := hle g.2
        exact ⟨t, Subtype.ext ht⟩⟩
  have he : ∀ t, (e t : Op) = word a b t := fun _ => rfl
  have hsq : ∀ t, law k t t = (false, false, false) ↔ (e t) ^ 2 = 1 := by
    intro t
    rw [Subtype.ext_iff, Subgroup.coe_pow, he, Subgroup.coe_one, pow_two, hmul]
    exact ⟨fun h => by rw [h, w1], fun h => hker _ h⟩
  have hcount : ∀ k, Fintype.card {t // law k t t = (false, false, false)} =
      bif k then 2 else 6 := by decide +kernel
  constructor
  · rw [← Nat.card_congr e, Nat.card_eq_fintype_card]
    rfl
  · have hc : Nat.card {t // law k t t = (false, false, false)} =
        Nat.card {g : Subgroup.closure {a, b} // g ^ 2 = 1} :=
      Nat.card_congr (Equiv.subtypeEquiv (p := fun t => law k t t = (false, false, false))
        (q := fun g => g ^ 2 = 1) e hsq)
    rw [← hc, Nat.card_eq_fintype_card]
    exact hcount k
```

The final theorem applies this count with `k := false` and `k := true`. Its last clause, `IsEmpty (… ≃* …)`, says that there is no group isomorphism of any kind, including one that ignores the matrices' physical meaning. The proof takes a supposed isomorphism `f`, matches the solutions of g² = 1 through it, and arrives at 6 = 2.

```lean
/-- The mirror lifts `σx, σy` and the mirror lifts `i σx, i σy` each generate a group of order
eight; `g² = 1` has six solutions in the first and two in the second, and the groups are not
isomorphic. -/
theorem double_group_depends_on_convention :
    Nat.card (Subgroup.closure {mx, my}) = 8 ∧
    Nat.card (Subgroup.closure {imx, imy}) = 8 ∧
    Nat.card {g : Subgroup.closure {mx, my} // g ^ 2 = 1} = 6 ∧
    Nat.card {g : Subgroup.closure {imx, imy} // g ^ 2 = 1} = 2 ∧
    IsEmpty (Subgroup.closure {mx, my} ≃* Subgroup.closure {imx, imy}) := by
  obtain ⟨hx, hy, hyx⟩ := pauli_relations
  have h1 := card_of_anticommuting (k := false) (a := mx) (b := my)
    (Units.ext hx) (Units.ext hy) (Units.ext hyx)
  have h2 := card_of_anticommuting (k := true) (a := imx) (b := imy)
    (Units.ext (by
      change (I • σx) * (I • σx) = -1
      simp [smul_smul, hx]))
    (Units.ext (by
      change (I • σy) * (I • σy) = -1
      simp [smul_smul, hy]))
    (Units.ext (by
      change (I • σy) * (I • σx) = -((I • σx) * (I • σy))
      simp [smul_smul, hyx]))
  simp only [cond_false] at h1
  simp only [cond_true] at h2
  refine ⟨h1.1, h2.1, h1.2, h2.2, ⟨fun f => ?_⟩⟩
  -- an isomorphism would match the solutions of g² = 1
  have hf : ∀ g, g ^ 2 = 1 ↔ (f.toEquiv g) ^ 2 = 1 := by
    intro g
    change g ^ 2 = 1 ↔ (f g) ^ 2 = 1
    rw [← map_pow, ← map_one f, f.injective.eq_iff]
  have h : Nat.card {g : Subgroup.closure {mx, my} // g ^ 2 = 1} =
      Nat.card {g : Subgroup.closure {imx, imy} // g ^ 2 = 1} :=
    Nat.card_congr (Equiv.subtypeEquiv (p := fun g => g ^ 2 = 1)
      (q := fun g => g ^ 2 = 1) f.toEquiv hf)
  rw [h1.2, h2.2] at h
  omega

end

end DoubleGroupC2vConvention
```

```lean
#print axioms DoubleGroupC2vConvention.same_action
#print axioms DoubleGroupC2vConvention.same_rotation
#print axioms DoubleGroupC2vConvention.double_group_depends_on_convention
```

```
'DoubleGroupC2vConvention.same_action' depends on axioms: [propext, Classical.choice, Quot.sound]
'DoubleGroupC2vConvention.same_rotation' depends on axioms: [propext, Classical.choice, Quot.sound]
'DoubleGroupC2vConvention.double_group_depends_on_convention' depends on axioms: [propext, Classical.choice, Quot.sound]
```

## Mirrors modulo phases

The result depends on treating the lifts as definite matrices. Had the mirrors been modelled as invertible matrices modulo nonzero scalar factors, σx and iσx would be the same element, and likewise σy and iσy. Both conventions would then give one and the same group of four elements, that of C2v itself, and the difference between the conventions would disappear together with the sign that distinguishes a double group from the ordinary point group.
